# Radial overlaps for a semicore local orbital from values and slopes at the sphere boundary

**Q:** To fill the overlap matrix of an LAPW basis with a semicore local orbital, I need $\int_0^R P_1P_2\,dr$ and $\int_0^R DP_2\,dr$ inside the muffin-tin sphere. Here $P_1$ is $r$ times the valence radial function at energy $E_1$, $D$ is the energy derivative of $P_1$, and $P_2$ is $r$ times the semicore radial function of the same angular momentum at $E_2\neq E_1$. Why should boundary values suffice?

**A:** For a nonrelativistic radial equation in Hartree units, with one fixed potential $W$ that includes the centrifugal term, the Wronskian gives both. Let $f$ and $g$ vanish at $0$, have finite slopes up to $0$, and satisfy, with sources $S$ and $T$,

$$-\tfrac12 f''+Wf=E_1f+S,\qquad -\tfrac12 g''+Wg=E_2g+T.$$

Then $f''=2(W-E_1)f-2S$ and $g''=2(W-E_2)g-2T$, so $W$ cancels in

$$(gf'-fg')'=gf''-fg''=2(E_2-E_1)fg-2Sg+2fT.$$

Integrate from $0$, where the Wronskian vanishes:

$$(gf'-fg')(R)=2(E_2-E_1)\!\int_0^R\! fg\,dr-2\!\int_0^R\! Sg\,dr+2\!\int_0^R\! fT\,dr.$$

With $f=P_1$, $g=P_2$ and no sources,

$$\int_0^R P_1P_2\,dr=\frac{(P_2P_1'-P_1P_2')(R)}{2(E_2-E_1)}.$$

Differentiating the equation for $P_1$ with respect to energy gives $D$ the source $P_1$. With $f=D$, $S=P_1$, $g=P_2$, $T=0$,

$$\int_0^R DP_2\,dr=\frac{\int_0^R P_1P_2\,dr+\tfrac12(P_2D'-DP_2')(R)}{E_2-E_1}.$$

**Q:** Does the formal version describe these functions, including a nucleus where $W$ diverges?

In Lean 4 with Mathlib:

```lean
import Mathlib

open Set MeasureTheory

namespace SemicoreLocalOrbital

/-- `P`, with slope `P'`, is continuous with continuous slope on `[0, R]`, vanishes at the nucleus,
and solves `-P''/2 + W P = E P + S` inside the sphere of radius `R`. -/
structure IsRadialSolution (W : ℝ → ℝ) (R E : ℝ) (S P P' : ℝ → ℝ) : Prop where
  cont : ContinuousOn P (Icc 0 R)
  cont_slope : ContinuousOn P' (Icc 0 R)
  at_nucleus : P 0 = 0
  slope : ∀ r ∈ Ioo 0 R, HasDerivAt P (P' r) r
  equation : ∀ r ∈ Ioo 0 R, ∃ P'' : ℝ, HasDerivAt P' P'' r ∧
    -P'' / 2 + W r * P r = E * P r + S r
```

**A:** Yes. `P` is $r$ times the usual radial function, in Hartree units, and `W` includes the centrifugal term, so all functions share one angular momentum. The equation is required only on the open interval $(0,R)$, and `W` needs no regularity. `P'` is a separate function, tied to `P` by `slope`; its value at $R$ is the limit from inside.

Scalar-relativistic equations and nonlocal potentials are not covered. `D` may be any solution with source `P₁`, so no normalisation or orthogonality to `P₁` is imposed.

**Q:** And the local orbital?

```lean
/-- The radial combination `a P₁ + b D + c P₂`; applied to the slopes it gives the slope. -/
def localOrbital (a b c : ℝ) (P₁ D P₂ : ℝ → ℝ) (r : ℝ) : ℝ :=
  a * P₁ r + b * D r + c * P₂ r
```

**A:** It is the radial part inside the sphere, with coefficients $a,b,c$. The same definition applied to the slopes gives its slope.

**Q:** Where does the Wronskian argument appear?

```lean
variable {W S T f f' g g' P₁ P₁' P₂ P₂' D D' : ℝ → ℝ} {R E₁ E₂ : ℝ}

/-- The integral of a combination of three integrable radial functions is the combination of
their integrals. -/
lemma integral_combination {u v w : ℝ → ℝ} (a b c : ℝ)
    (hu : IntervalIntegrable u volume 0 R) (hv : IntervalIntegrable v volume 0 R)
    (hw : IntervalIntegrable w volume 0 R) :
    ∫ r in (0 : ℝ)..R, (a * u r + b * v r + c * w r) =
      a * (∫ r in (0 : ℝ)..R, u r) + b * (∫ r in (0 : ℝ)..R, v r)
        + c * ∫ r in (0 : ℝ)..R, w r := by
  have huv : IntervalIntegrable (fun r => a * u r + b * v r) volume 0 R :=
    (hu.const_mul a).add (hv.const_mul b)
  rw [intervalIntegral.integral_add huv (hw.const_mul c),
    intervalIntegral.integral_add (hu.const_mul a) (hv.const_mul b),
    intervalIntegral.integral_const_mul, intervalIntegral.integral_const_mul,
    intervalIntegral.integral_const_mul]

/-- Green's identity in the sphere: for two radial solutions in the same potential with continuous
sources `S` and `T`, the Wronskian at `R` is fixed by their overlap and the source overlaps. -/
theorem green_identity (hR : 0 ≤ R) (hf : IsRadialSolution W R E₁ S f f')
    (hg : IsRadialSolution W R E₂ T g g')
    (hS : ContinuousOn S (Icc 0 R)) (hT : ContinuousOn T (Icc 0 R)) :
    g R * f' R - f R * g' R =
      2 * (E₂ - E₁) * (∫ r in (0 : ℝ)..R, f r * g r)
        + (-2) * (∫ r in (0 : ℝ)..R, S r * g r) + 2 * ∫ r in (0 : ℝ)..R, f r * T r := by
  have i1 : IntervalIntegrable (fun r => f r * g r) volume 0 R :=
    (hf.cont.mul hg.cont).intervalIntegrable_of_Icc hR
  have i2 : IntervalIntegrable (fun r => S r * g r) volume 0 R :=
    (hS.mul hg.cont).intervalIntegrable_of_Icc hR
  have i3 : IntervalIntegrable (fun r => f r * T r) volume 0 R :=
    (hf.cont.mul hT).intervalIntegrable_of_Icc hR
  -- The potential cancels in the derivative of the Wronskian.
  have hd : ∀ r ∈ Ioo 0 R, HasDerivAt (fun r => g r * f' r - f r * g' r)
      (2 * (E₂ - E₁) * (f r * g r) + (-2) * (S r * g r) + 2 * (f r * T r)) r := by
    intro r hr
    obtain ⟨p, hp, ep⟩ := hf.equation r hr
    obtain ⟨q, hq, eq'⟩ := hg.equation r hr
    refine (((hg.slope r hr).fun_mul hp).fun_sub ((hf.slope r hr).fun_mul hq)).congr_deriv ?_
    linear_combination (-2 * g r) * ep + 2 * f r * eq'
  have hint := intervalIntegral.integral_eq_sub_of_hasDerivAt_of_le hR
    ((hg.cont.mul hf.cont_slope).sub (hf.cont.mul hg.cont_slope)) hd
    (((i1.const_mul _).add (i2.const_mul _)).add (i3.const_mul _))
  rw [integral_combination _ _ _ i1 i2 i3] at hint
  -- The Wronskian vanishes at the nucleus.
  simp only [Pi.sub_apply, Pi.mul_apply, hf.at_nucleus, hg.at_nucleus, zero_mul, sub_zero] at hint
  exact hint.symm
```

**A:** The first lemma is linearity of the integral. In `green_identity`, `hd` is the derivative computed above: `linear_combination` inserts the two radial equations and removes `W`. The fundamental theorem of calculus then needs derivatives only in the interior, with continuity up to the ends. At $R=0$ both sides are zero.

**Q:** So the two overlaps are substitutions?

```lean
/-- The overlap in the sphere of two source-free radial solutions in the same potential, at
different energies `E₁` and `E₂`, is `P₂ P₁' - P₁ P₂'` at `R` divided by `2 (E₂ - E₁)`. -/
theorem overlap_solutions (hR : 0 ≤ R) (hE : E₁ ≠ E₂)
    (h₁ : IsRadialSolution W R E₁ (fun _ => 0) P₁ P₁')
    (h₂ : IsRadialSolution W R E₂ (fun _ => 0) P₂ P₂') :
    ∫ r in (0 : ℝ)..R, P₁ r * P₂ r =
      (P₂ R * P₁' R - P₁ R * P₂' R) / (2 * (E₂ - E₁)) := by
  have h := green_identity hR h₁ h₂ continuousOn_const continuousOn_const
  simp only [mul_zero, zero_mul, intervalIntegral.integral_zero] at h
  rw [eq_div_iff (mul_ne_zero two_ne_zero (sub_ne_zero.mpr hE.symm))]
  linear_combination -h

/-- Let `P₁` be a source-free radial solution at `E₁`, and let `D` solve the equation with source
`P₁` at `E₁`. The overlap of `D` with a source-free radial solution `P₂` in the same potential at a
different energy follows from `∫ P₁ P₂`, the energies and boundary values at `R`. -/
theorem overlap_energy_derivative (hR : 0 ≤ R) (hE : E₁ ≠ E₂)
    (h₁ : IsRadialSolution W R E₁ (fun _ => 0) P₁ P₁')
    (hD : IsRadialSolution W R E₁ P₁ D D')
    (h₂ : IsRadialSolution W R E₂ (fun _ => 0) P₂ P₂') :
    ∫ r in (0 : ℝ)..R, D r * P₂ r =
      ((∫ r in (0 : ℝ)..R, P₁ r * P₂ r) + (P₂ R * D' R - D R * P₂' R) / 2) / (E₂ - E₁) := by
  have h := green_identity hR hD h₂ h₁.cont continuousOn_const
  simp only [mul_zero, intervalIntegral.integral_zero] at h
  rw [eq_div_iff (sub_ne_zero.mpr hE.symm)]
  linear_combination -h / 2
```

**A:** Yes, followed by division by the non-zero energy difference. As a test of the algebra only, since a real semicore level lies below the valence energy, take $W=0$, $R=\pi/2$, $P_1=\sin r$, $D=r\cos r$, $P_2=\sin 2r$, $E_1=\tfrac12$, $E_2=2$. At $R$, $P_1=1$, $P_1'=0$, $P_2=D=0$ and $P_2'=-2$. Hence

$$\int_0^R P_1P_2\,dr=\frac{0-1\cdot(-2)}{2\cdot\frac32}=\frac23,\qquad \int_0^R DP_2\,dr=\frac{\frac23+0}{\frac32}=\frac49.$$

Direct integration of $2\sin^2 r\cos r$ and $2r\cos^2 r\sin r$ agrees.

**Q:** Can the orbital always be matched to zero value and slope at $R$?

```lean
/-- For a source-free radial solution `P₁` and a solution `D` of the equation with source `P₁` at
the same energy and in the same potential, the squared norm of `P₁` in the sphere is half of
`D P₁' - P₁ D'` at `R`. -/
theorem norm_from_boundary (hR : 0 ≤ R)
    (h₁ : IsRadialSolution W R E₁ (fun _ => 0) P₁ P₁')
    (hD : IsRadialSolution W R E₁ P₁ D D') :
    ∫ r in (0 : ℝ)..R, P₁ r ^ 2 = (D R * P₁' R - P₁ R * D' R) / 2 := by
  have h := green_identity hR hD h₁ h₁.cont continuousOn_const
  simp only [mul_zero, intervalIntegral.integral_zero] at h
  simp only [pow_two]
  linear_combination h / 2

/-- Let `P₁` be a source-free radial solution with non-zero norm in the sphere, and let `D` solve
the equation with source `P₁` at the same energy and in the same potential. Then exactly one pair
`(a, b)` makes the value and the slope of `a P₁ + b D + P₂` vanish at `R`, whatever the value and
slope of `P₂` there. -/
theorem existsUnique_matching (hR : 0 ≤ R)
    (h₁ : IsRadialSolution W R E₁ (fun _ => 0) P₁ P₁')
    (hD : IsRadialSolution W R E₁ P₁ D D')
    (hN : ∫ r in (0 : ℝ)..R, P₁ r ^ 2 ≠ 0) (P₂ P₂' : ℝ → ℝ) :
    ∃! p : ℝ × ℝ, localOrbital p.1 p.2 1 P₁ D P₂ R = 0 ∧
      localOrbital p.1 p.2 1 P₁' D' P₂' R = 0 := by
  -- The determinant of the matching equations is minus twice the squared norm.
  have hd : P₁ R * D' R - D R * P₁' R ≠ 0 := by
    intro h
    apply hN
    rw [norm_from_boundary hR h₁ hD]
    linear_combination -h / 2
  obtain ⟨k, hk⟩ : ∃ k : ℝ, k * (P₁ R * D' R - D R * P₁' R) = 1 := ⟨_, inv_mul_cancel₀ hd⟩
  refine ⟨((D R * P₂' R - P₂ R * D' R) * k, (P₁' R * P₂ R - P₁ R * P₂' R) * k), ⟨?_, ?_⟩, ?_⟩
  · simp only [localOrbital]
    linear_combination (-P₂ R) * hk
  · simp only [localOrbital]
    linear_combination (-P₂' R) * hk
  · rintro ⟨a, b⟩ ⟨hv, hs⟩
    simp only [localOrbital] at hv hs
    refine Prod.ext ?_ ?_
    · linear_combination (-a) * hk + k * D' R * hv - k * D R * hs
    · linear_combination (-b) * hk + k * P₁ R * hs - k * P₁' R * hv
```

**A:** It can if $\int_0^R P_1^2\,dr\neq0$, which is assumed and means that $P_1$ is not identically zero in the sphere. Setting $f=D$, $g=P_1$ at equal energies gives

$$\int_0^R P_1^2\,dr=\tfrac12(DP_1'-P_1D')(R).$$

The determinant of the two matching equations for $(a,b)$, with $c=1$, is $(P_1D'-DP_1')(R)=-2\int_0^R P_1^2\,dr$. The proof takes its reciprocal `k`, writes down Cramer's solution, and eliminates to show uniqueness.

**Q:** What remains of the boundary terms once the orbital is matched?

```lean
/-- Let `P₁` and `P₂` be source-free radial solutions in the same potential at energies `E₁ ≠ E₂`,
and let `D` solve the equation with source `P₁` at `E₁`. If the value and slope of
`a P₁ + b D + c P₂` vanish at `R`, its overlap with `P₂` is `c ∫ P₂² + b ∫ P₁ P₂ / (E₂ - E₁)`. -/
theorem localOrbital_overlap (hR : 0 ≤ R) (hE : E₁ ≠ E₂)
    (h₁ : IsRadialSolution W R E₁ (fun _ => 0) P₁ P₁')
    (hD : IsRadialSolution W R E₁ P₁ D D')
    (h₂ : IsRadialSolution W R E₂ (fun _ => 0) P₂ P₂') {a b c : ℝ}
    (hv : localOrbital a b c P₁ D P₂ R = 0) (hs : localOrbital a b c P₁' D' P₂' R = 0) :
    ∫ r in (0 : ℝ)..R, localOrbital a b c P₁ D P₂ r * P₂ r =
      c * (∫ r in (0 : ℝ)..R, P₂ r ^ 2)
        + b * (∫ r in (0 : ℝ)..R, P₁ r * P₂ r) / (E₂ - E₁) := by
  have hne : E₂ - E₁ ≠ 0 := sub_ne_zero.mpr hE.symm
  have e : ∀ r, localOrbital a b c P₁ D P₂ r * P₂ r =
      a * (P₁ r * P₂ r) + b * (D r * P₂ r) + c * P₂ r ^ 2 := by
    intro r
    simp only [localOrbital]
    ring
  simp only [e]
  have i1 : IntervalIntegrable (fun r => P₁ r * P₂ r) volume 0 R :=
    (h₁.cont.mul h₂.cont).intervalIntegrable_of_Icc hR
  have i2 : IntervalIntegrable (fun r => D r * P₂ r) volume 0 R :=
    (hD.cont.mul h₂.cont).intervalIntegrable_of_Icc hR
  have i3 : IntervalIntegrable (fun r => P₂ r ^ 2) volume 0 R :=
    (h₂.cont.pow 2).intervalIntegrable_of_Icc hR
  rw [integral_combination a b c i1 i2 i3]
  have k₁ := green_identity hR h₁ h₂ continuousOn_const continuousOn_const
  have k₂ := green_identity hR hD h₂ h₁.cont continuousOn_const
  simp only [mul_zero, zero_mul, intervalIntegral.integral_zero] at k₁ k₂
  simp only [localOrbital] at hv hs
  -- The matching conditions remove the combined Wronskian.
  have key : b * (∫ r in (0 : ℝ)..R, P₁ r * P₂ r) / (E₂ - E₁) =
      a * (∫ r in (0 : ℝ)..R, P₁ r * P₂ r) + b * ∫ r in (0 : ℝ)..R, D r * P₂ r := by
    rw [div_eq_iff hne]
    linear_combination (a / 2) * k₁ + (b / 2) * k₂ - P₂ R / 2 * hs + P₂' R / 2 * hv
  rw [key]
  ring
```

**A:** None appear explicitly in its overlap with $P_2$, although the remaining $\int_0^R P_1P_2\,dr$ can itself be found from boundary values, as above. Add $a$ times the identity for $(P_1,P_2)$ to $b$ times that for $(D,P_2)$. Matching gives $aP_1+bD=-cP_2$ and $aP_1'+bD'=-cP_2'$ at $R$, so the left side is $-cP_2P_2'+cP_2P_2'=0$. Therefore

$$a\!\int_0^R\! P_1P_2\,dr+b\!\int_0^R\! DP_2\,dr=\frac{b}{E_2-E_1}\int_0^R\! P_1P_2\,dr.$$

This is `key`; adding $c\int_0^R P_2^2\,dr$ gives the full overlap.

**Q:** Do functions satisfying all these conditions exist?

```lean
/-- For `W = 0`, the functions `sin r`, `r cos r` and `sin 2r` serve as `P₁`, `D` and `P₂`, with
energies `1/2` and `2`. -/
theorem isRadialSolution_witness (R : ℝ) :
    IsRadialSolution (fun _ => 0) R (1 / 2) (fun _ => 0) Real.sin Real.cos ∧
    IsRadialSolution (fun _ => 0) R (1 / 2) Real.sin
      (fun r => r * Real.cos r) (fun r => Real.cos r - r * Real.sin r) ∧
    IsRadialSolution (fun _ => 0) R 2 (fun _ => 0)
      (fun r => Real.sin (2 * r)) (fun r => 2 * Real.cos (2 * r)) := by
  have h2 : ∀ r : ℝ, HasDerivAt (fun x : ℝ => 2 * x) 2 r := fun r => by
    simpa using (hasDerivAt_id r).const_mul 2
  refine ⟨⟨by fun_prop, by fun_prop, by simp, fun r _ => Real.hasDerivAt_sin r,
      fun r _ => ⟨_, Real.hasDerivAt_cos r, by ring⟩⟩,
    ⟨by fun_prop, by fun_prop, by simp, fun r _ => ?_, fun r _ => ?_⟩,
    ⟨by fun_prop, by fun_prop, by simp, fun r _ => ?_, fun r _ => ?_⟩⟩
  · exact ((hasDerivAt_id' r).fun_mul (Real.hasDerivAt_cos r)).congr_deriv (by ring)
  · exact ⟨_, (Real.hasDerivAt_cos r).fun_sub
      ((hasDerivAt_id' r).fun_mul (Real.hasDerivAt_sin r)), by ring⟩
  · exact (h2 r).sin.congr_deriv (by ring)
  · exact ⟨_, (h2 r).cos.const_mul 2, by ring⟩

end SemicoreLocalOrbital
```

**A:** The three from the numerical example satisfy the radial-solution conditions for every $R$; the proof differentiates them and checks each equation. For $R>0$ the integral of $\sin^2 r$ is positive, so `existsUnique_matching` then supplies coefficients for a matched orbital.

```lean
#print axioms SemicoreLocalOrbital.overlap_solutions
#print axioms SemicoreLocalOrbital.overlap_energy_derivative
#print axioms SemicoreLocalOrbital.existsUnique_matching
#print axioms SemicoreLocalOrbital.localOrbital_overlap
```

```
'SemicoreLocalOrbital.overlap_solutions' depends on axioms: [propext, Classical.choice, Quot.sound]
'SemicoreLocalOrbital.overlap_energy_derivative' depends on axioms: [propext, Classical.choice, Quot.sound]
'SemicoreLocalOrbital.existsUnique_matching' depends on axioms: [propext, Classical.choice, Quot.sound]
'SemicoreLocalOrbital.localOrbital_overlap' depends on axioms: [propext, Classical.choice, Quot.sound]
```
